# The mean round-trip time between two states of a finite irreducible Markov chain is the inverse committor flux

## From a transition matrix to a round-trip time

A Markov state model of a molecule supplies a matrix P of transition probabilities between M conformational states over a lag time τ. To estimate how long the molecule, observed once every τ, takes on average to go from state a to state b and back, one can proceed as follows:

1. Solve for the stationary distribution π.
2. Solve M − 2 linear equations for the committor q, the probability of reaching b before a.
3. Form the flux π_a Σ_j P_aj q_j, invert it and multiply by τ.

The last step rests on the identity

(m_ab + m_ba) π_a Σ_j P_aj q_j = 1,

where m_ab is the mean first passage time from a to b, counted in steps. It holds for a finite irreducible chain, with or without detailed balance, so it also applies to driven systems whose transition probabilities do not change with time. It gives only the sum of the two times; one further linear solve, for m_ab, is enough to separate them.

The flux has a direct reading. It is the stationary probability per step that the chain leaves a and then reaches b before returning to a. Each round trip contains exactly one such departure.

For example, take a cycle of three states 0, 1, 2 that steps forward with probability 2/3 and backward with probability 1/3. Here π is uniform. With a = 0 and b = 1, the committor at state 2 is 1/3, so the flux is (1/3)(2/3 + 1/3 · 1/3) = 7/27 and the round trip takes 27/7 steps. The separate times are m_01 = 12/7 and m_10 = 15/7.

## The chain, the passage time and the committor in Lean

The theorem `round_trip` has two hypotheses. The first, `IsStationaryChain P π`, says that P has nonnegative entries and rows summing to 1, that every state can be reached from every other through positive entries, and that π is a positive, normalised, stationary distribution. Positivity of π is assumed here, although it follows from irreducibility. The chain may be periodic. In the code `π` is this distribution, not the circle constant.

The second, `IsCommittor P a b q`, says that q is 0 at a, 1 at b, and equal to its one-step mean at every other state. These boundary values force a ≠ b, so distinctness is not a separate hypothesis. The theorem takes q as given and does not construct it.

The passage time is built from `survival P b n i`, written s_n(i) below: the probability that a chain started in i has not visited b up to and including step n. It is defined by a recursion in n, not through a measure on trajectories. Then `mfpt P i b` is m_ib = Σ_n s_n(i), the usual formula for the mean of a waiting time. Lean gives a divergent series the value 0, so the convergence proved below is what makes this definition meaningful.

Both endpoints are single states, and time is counted in whole steps. For a real molecule, the hypotheses leave open whether its motion between conformational states is Markovian at the chosen lag time. Even if it is, the chain misses visits that begin and end between two observations, so the number of steps times τ can exceed the round-trip time of the continuous motion.

## Passage times are finite

By definition s_n(b) = 0, s_0(i) = 1 for i ≠ b, and

s_{n+1}(i) = Σ_j P_ij s_n(j) for i ≠ b.

Multiply by π_i and sum over i. Stationarity turns the full double sum into Σ_j π_j s_n(j), and the missing term i = b has to be subtracted:

Σ_i π_i s_{n+1}(i) = Σ_i π_i s_n(i) − π_b r_n, with r_n = Σ_j P_bj s_n(j).

Adding these equations for n = 0, …, N − 1 gives

π_b Σ_{n<N} r_n = Σ_i π_i s_0(i) − Σ_i π_i s_N(i) ≤ 1.

So Σ_n r_n converges. If P_bl > 0, then s_n(l) ≤ r_n / P_bl, and m_lb is finite. If m_kb is finite for some k ≠ b and P_kl > 0, then s_n(l) ≤ s_{n+1}(k) / P_kl, and m_lb is finite too. By irreducibility, this reaches every state.

## First steps and return times

Splitting off the term n = 0 of the series gives, for i ≠ b,

m_ib = 1 + Σ_j P_ij m_jb.

At the target, m_bb = 0. Averaging over π, again with the term i = b removed,

Σ_i π_i m_ib = 1 + Σ_j π_j m_jb − π_b (1 + Σ_j P_bj m_jb).

The two averages cancel, which leaves Kac's formula for a single state of a finite chain:

π_b (1 + Σ_j P_bj m_jb) = 1.

The bracket is the mean return time to b. It is easily confused with m_bb, which is zero because a chain that starts in b has already arrived. Using the first-step equation at i = b would therefore give 0 = 1/π_b.

## The committor from passage times

Let R = m_ab + m_ba and u_i = m_ia + m_ab − m_ib. Then u_a = 0 and u_b = R. For every other i, both first-step equations apply, their ones cancel, and since row i of P sums to 1,

u_i = Σ_j P_ij u_j.

The difference d_i = q_i R − u_i therefore vanishes at a and b and equals its one-step mean elsewhere. Choose C with |d_i| ≤ C for all i. Then |d_i| ≤ C s_n(i) for every n, by induction: both sides vanish at b, the left side vanishes at a, and elsewhere

|d_i| ≤ Σ_j P_ij |d_j| ≤ C Σ_j P_ij s_n(j) = C s_{n+1}(i).

A convergent series has terms tending to 0, so d = 0 and

q_i R = m_ia + m_ab − m_ib.

Now average this over one step from a:

R Σ_j P_aj q_j = Σ_j P_aj m_ja + m_ab − Σ_j P_aj m_jb.

Since a ≠ b, the first-step equation says that the last two terms add up to 1. Kac's formula at a then gives

R Σ_j P_aj q_j = 1 + Σ_j P_aj m_ja = 1/π_a,

which is the identity.

## The complete Lean file

```lean
import Mathlib

open Finset

namespace RoundTripTime

noncomputable section

variable {S : Type*} [Fintype S] [DecidableEq S]

/-- An irreducible finite Markov chain with transition matrix `P` and positive stationary
probability distribution `π`. -/
structure IsStationaryChain (P : Matrix S S ℝ) (π : S → ℝ) : Prop where
  nonneg : ∀ i j, 0 ≤ P i j
  row_sum : ∀ i, ∑ j, P i j = 1
  irreducible : ∀ i j, Relation.ReflTransGen (fun k l => 0 < P k l) i j
  pi_pos : ∀ i, 0 < π i
  pi_sum : ∑ i, π i = 1
  stationary : ∀ j, ∑ i, π i * P i j = π j

/-- The probability that the chain started in `i` has not visited `b` up to and including
step `n`. -/
def survival (P : Matrix S S ℝ) (b : S) : ℕ → S → ℝ
  | 0, i => if i = b then 0 else 1
  | n + 1, i => if i = b then 0 else ∑ j, P i j * survival P b n j

/-- The mean first passage time from `i` to `b`: the sum of all survival probabilities. -/
def mfpt (P : Matrix S S ℝ) (i b : S) : ℝ := ∑' n, survival P b n i

/-- The committor from `a` to `b`: it is 0 at `a`, 1 at `b`, and at every other state equal
to its mean after one step. -/
structure IsCommittor (P : Matrix S S ℝ) (a b : S) (q : S → ℝ) : Prop where
  at_a : q a = 0
  at_b : q b = 1
  harmonic : ∀ i, i ≠ a → i ≠ b → q i = ∑ j, P i j * q j

variable {P : Matrix S S ℝ} {π : S → ℝ} {a b i : S}

/-- A chain that starts in the target has survival probability zero. -/
theorem survival_self (n : ℕ) : survival P b n b = 0 := by
  cases n <;> simp [survival]

namespace IsStationaryChain

/-- Survival probabilities are nonnegative. -/
theorem survival_nonneg (h : IsStationaryChain P π) (b : S) (n : ℕ) (i : S) :
    0 ≤ survival P b n i := by
  induction n generalizing i with
  | zero =>
    simp only [survival]
    split_ifs <;> norm_num
  | succ n ih =>
    simp only [survival]
    split_ifs
    · exact le_rfl
    · exact sum_nonneg fun j _ => mul_nonneg (h.nonneg i j) (ih j)

/-- Stationary balance: if `g` vanishes at `b` and elsewhere is `c` plus the one-step mean of
`f`, the stationary averages of `f` and `g` differ by `c` and the contribution of `b`. -/
theorem balance (h : IsStationaryChain P π) {f g : S → ℝ} {c : ℝ} (hb : g b = 0)
    (hg : ∀ i, i ≠ b → g i = c + ∑ j, P i j * f j) :
    ∑ i, π i * f i + c = ∑ i, π i * g i + π b * (c + ∑ j, P b j * f j) := by
  have av : ∑ i, π i * ∑ j, P i j * f j = ∑ j, π j * f j := by
    simp_rw [mul_sum]
    rw [sum_comm]
    refine sum_congr rfl fun j _ => ?_
    rw [← h.stationary j, sum_mul]
    exact sum_congr rfl fun i _ => by ring
  have e : ∀ i, π i * (c + ∑ j, P i j * f j) =
      π i * g i + if i = b then π b * (c + ∑ j, P b j * f j) else 0 := by
    intro i
    by_cases hi : i = b
    · rw [hi, hb, if_pos rfl, mul_zero, zero_add]
    · rw [hg i hi, if_neg hi, add_zero]
  calc ∑ i, π i * f i + c = ∑ i, π i * (c + ∑ j, P i j * f j) := by
        rw [← av]
        simp only [mul_add, sum_add_distrib, ← sum_mul, h.pi_sum, one_mul]
        exact add_comm _ _
    _ = _ := by
        rw [sum_congr rfl fun i _ => e i, sum_add_distrib]
        simp only [sum_ite_eq', mem_univ, if_true]

/-- In an irreducible finite chain the survival probabilities have a finite sum. -/
theorem summable_survival (h : IsStationaryChain P π) (b i : S) :
    Summable fun n => survival P b n i := by
  have total : ∀ N, π b * ∑ n ∈ range N, ∑ j, P b j * survival P b n j +
      ∑ i, π i * survival P b N i = ∑ i, π i * survival P b 0 i := by
    intro N
    induction N with
    | zero => simp
    | succ N ih =>
      have step := h.balance (f := survival P b N) (c := 0) (survival_self (P := P) (N + 1))
        fun i hi => by rw [survival, if_neg hi, zero_add]
      rw [sum_range_succ, mul_add]
      linarith
  -- the return series at `b` is bounded
  have atb : Summable fun n => ∑ j, P b j * survival P b n j := by
    refine summable_of_sum_range_le (c := (∑ i, π i * survival P b 0 i) / π b)
      (fun n => sum_nonneg fun j _ =>
        mul_nonneg (h.nonneg b j) (h.survival_nonneg b n j)) fun N => ?_
    rw [le_div_iff₀ (h.pi_pos b)]
    have : 0 ≤ ∑ i, π i * survival P b N i :=
      sum_nonneg fun i _ => mul_nonneg (h.pi_pos i).le (h.survival_nonneg b N i)
    linarith [total N]
  -- summability spreads from `b` along allowed transitions
  induction h.irreducible b i with
  | refl => simpa only [survival_self] using (summable_zero : Summable fun _ : ℕ => (0 : ℝ))
  | @tail k l _ hkl ih =>
    have hk : Summable fun n => ∑ j, P k j * survival P b n j := by
      by_cases hkb : k = b
      · rw [hkb]
        exact atb
      · exact ((summable_nat_add_iff 1).2 ih).congr fun n => by rw [survival, if_neg hkb]
    refine Summable.of_nonneg_of_le (fun n => h.survival_nonneg b n l) (fun n => ?_)
      (hk.mul_left (P k l)⁻¹)
    rw [inv_mul_eq_div, le_div_iff₀ hkl, mul_comm (survival P b n l)]
    exact single_le_sum (f := fun j => P k j * survival P b n j)
      (fun j _ => mul_nonneg (h.nonneg k j) (h.survival_nonneg b n j)) (mem_univ l)

/-- First-step equation: away from the target, the mean first passage time is one step plus
the mean of the remaining time. -/
theorem first_step (h : IsStationaryChain P π) (hi : i ≠ b) :
    mfpt P i b = 1 + ∑ j, P i j * mfpt P j b := by
  have hs : HasSum (fun n => ∑ j, P i j * survival P b n j) (∑ j, P i j * mfpt P j b) :=
    hasSum_sum fun j _ => (h.summable_survival b j).hasSum.mul_left (P i j)
  have h0 : survival P b 0 i = 1 := by rw [survival, if_neg hi]
  have e : (fun n => survival P b (n + 1) i) = fun n => ∑ j, P i j * survival P b n j :=
    funext fun n => by rw [survival, if_neg hi]
  calc mfpt P i b = survival P b 0 i + ∑' n, survival P b (n + 1) i :=
        (h.summable_survival b i).tsum_eq_zero_add
    _ = _ := by rw [h0, e, hs.tsum_eq]

/-- Kac's formula: the stationary probability of `b` times its mean return time is one. -/
theorem kac (h : IsStationaryChain P π) (b : S) :
    π b * (1 + ∑ j, P b j * mfpt P j b) = 1 := by
  have e := h.balance (b := b) (f := fun i => mfpt P i b) (g := fun i => mfpt P i b) (c := 1)
    (by simp [mfpt, survival_self]) fun i hi => h.first_step hi
  linarith

/-- A function that vanishes at `a` and `b` and equals its one-step mean at all other states
is zero everywhere. -/
theorem eq_zero_of_harmonic (h : IsStationaryChain P π) {d : S → ℝ} (ha : d a = 0)
    (hb : d b = 0) (hd : ∀ i, i ≠ a → i ≠ b → d i = ∑ j, P i j * d j) (i : S) : d i = 0 := by
  obtain ⟨C, hC0, hC⟩ : ∃ C : ℝ, 0 ≤ C ∧ ∀ i, |d i| ≤ C :=
    ⟨∑ i, |d i|, sum_nonneg fun i _ => abs_nonneg _, fun i =>
      single_le_sum (f := fun i => |d i|) (fun i _ => abs_nonneg _) (mem_univ i)⟩
  -- the absolute value of the function is at most `C` times the survival probability, for every `n`
  have bound : ∀ n i, |d i| ≤ C * survival P b n i := by
    intro n
    induction n with
    | zero =>
      intro i
      by_cases hi : i = b
      · rw [hi, hb, survival_self, abs_zero, mul_zero]
      · rw [survival, if_neg hi, mul_one]
        exact hC i
    | succ n ih =>
      intro i
      by_cases hi : i = b
      · rw [hi, hb, survival_self, abs_zero, mul_zero]
      by_cases hia : i = a
      · rw [hia, ha, abs_zero]
        exact mul_nonneg hC0 (h.survival_nonneg b _ a)
      rw [hd i hia hi, survival, if_neg hi, mul_sum]
      refine (abs_sum_le_sum_abs _ _).trans (sum_le_sum fun j _ => ?_)
      rw [abs_mul, abs_of_nonneg (h.nonneg i j), mul_left_comm]
      exact mul_le_mul_of_nonneg_left (ih j) (h.nonneg i j)
  have lim := (h.summable_survival b i).tendsto_atTop_zero.const_mul C
  have le0 := ge_of_tendsto' lim fun n => bound n i
  rw [mul_zero] at le0
  exact abs_nonpos_iff.1 le0

/-- The committor times the round-trip time is a combination of mean first passage times. -/
theorem committor_eq (h : IsStationaryChain P π) {q : S → ℝ} (hq : IsCommittor P a b q)
    (i : S) : q i * (mfpt P a b + mfpt P b a) = mfpt P i a + mfpt P a b - mfpt P i b := by
  have h0 : ∀ c, mfpt P c c = 0 := fun c => by simp [mfpt, survival_self]
  refine sub_eq_zero.1 (h.eq_zero_of_harmonic (a := a) (b := b) (d := fun i =>
    q i * (mfpt P a b + mfpt P b a) - (mfpt P i a + mfpt P a b - mfpt P i b)) ?_ ?_ ?_ i)
  · simp only [hq.at_a, h0]
    ring
  · simp only [hq.at_b, h0]
    ring
  · intro i hia hib
    have lin : ∀ R c : ℝ, ∑ j, P i j * (q j * R - (mfpt P j a + c - mfpt P j b)) =
        (∑ j, P i j * q j) * R -
          (∑ j, P i j * mfpt P j a + c - ∑ j, P i j * mfpt P j b) := by
      intro R c
      simp only [mul_sub, mul_add, sum_sub_distrib, sum_add_distrib, ← mul_assoc, ← sum_mul,
        h.row_sum, one_mul]
    beta_reduce
    rw [lin, hq.harmonic i hia hib, h.first_step hia, h.first_step hib]
    ring

/-- Round-trip identity: for an irreducible finite chain with committor `q` from `a` to `b`,
the round-trip time times the stationary committor flux out of `a` is one. -/
theorem round_trip (h : IsStationaryChain P π) {q : S → ℝ} (hq : IsCommittor P a b q) :
    (mfpt P a b + mfpt P b a) * π a * ∑ j, P a j * q j = 1 := by
  have hab : a ≠ b := by
    rintro rfl
    exact zero_ne_one (hq.at_a.symm.trans hq.at_b)
  have e : (∑ j, P a j * q j) * (mfpt P a b + mfpt P b a) =
      ∑ j, P a j * mfpt P j a + mfpt P a b - ∑ j, P a j * mfpt P j b := by
    rw [sum_mul]
    simp only [mul_assoc, h.committor_eq hq]
    simp only [mul_sub, mul_add, sum_sub_distrib, sum_add_distrib, ← sum_mul, h.row_sum,
      one_mul]
  -- the first-step equation leaves the mean return time to `a`
  linear_combination π a * e + h.kac a + π a * h.first_step hab

end IsStationaryChain

/-- A driven cycle of three states: forward steps have probability 2/3, backward steps 1/3. -/
def drivenCycle : Matrix (Fin 3) (Fin 3) ℝ :=
  !![0, 2/3, 1/3; 1/3, 0, 2/3; 2/3, 1/3, 0]

/-- The driven cycle is an irreducible chain with uniform stationary distribution and an
explicit committor from state 0 to state 1, and it violates detailed balance. -/
theorem isStationaryChain_witness :
    IsStationaryChain drivenCycle (fun _ => 1/3) ∧
      IsCommittor drivenCycle 0 1 ![0, 1, 1/3] ∧
      (1/3 : ℝ) * drivenCycle 0 1 ≠ 1/3 * drivenCycle 1 0 := by
  refine ⟨⟨?_, ?_, ?_, ?_, ?_, ?_⟩, ⟨?_, ?_, ?_⟩, ?_⟩
  · intro i j
    fin_cases i <;> fin_cases j <;> norm_num [drivenCycle]
  · intro i
    fin_cases i <;> norm_num [drivenCycle, Fin.sum_univ_succ]
  · intro i j
    by_cases hij : i = j
    · rw [hij]
    · apply Relation.ReflTransGen.single
      revert hij
      fin_cases i <;> fin_cases j <;> norm_num [drivenCycle]
  · intro i
    norm_num
  · norm_num [Fin.sum_univ_succ]
  · intro j
    fin_cases j <;> norm_num [drivenCycle, Fin.sum_univ_succ]
  · simp
  · simp
  · intro i
    fin_cases i <;> norm_num [drivenCycle, Fin.sum_univ_succ]
  · norm_num [drivenCycle]

end

end RoundTripTime
```

```lean
#print axioms RoundTripTime.IsStationaryChain.round_trip
```

```
'RoundTripTime.IsStationaryChain.round_trip' depends on axioms: [propext, Classical.choice, Quot.sound]
```

## One balance lemma for two averages

Both averages over π above come from `balance`. It takes a function g that vanishes at b and elsewhere equals c plus the one-step mean of f, and it accounts for the term at b. With c = 0, f = s_N and g = s_{N+1}, it gives the balance of survival probabilities. With c = 1 and f = g = m_ib as a function of i, it gives `kac`.

In `summable_survival`, the auxiliary statement `total` is the balance summed over N steps, proved by induction. It bounds the partial sums of the return series, and `summable_of_sum_range_le` turns that bound into convergence. An induction along the path supplied by `h.irreducible b i` then carries convergence from state to state, treating k = b and k ≠ b separately as above.

## From the series to the identity

`first_step` removes the first term with `tsum_eq_zero_add` and exchanges the series with the finite sum over j through `hasSum_sum`.

`eq_zero_of_harmonic` takes C to be the sum of all |d_i|, proves the bound by induction on n, and passes to the limit with `ge_of_tendsto'`. `committor_eq` applies it to q_i R − u_i; its three remaining goals are the values at a and b and the one-step mean elsewhere.

In `round_trip`, the equation `e` is the committor formula averaged over one step from a. The closing `linear_combination` adds π_a times `e`, Kac's formula at a, and π_a times the first-step equation from a to b.

Finally, `isStationaryChain_witness` checks that the three-state cycle from the example satisfies both hypotheses, with committor (0, 1, 1/3), while the stationary flows 0 → 1 and 1 → 0 differ. Irreducibility is immediate there, because any two distinct states are joined by a single allowed step.
